# A ballot path of spin-1/2 couplings is determined by its content labels

Take a path of up and down steps in which no initial segment has more downs than ups. Label each up step by the number of earlier ups, and each down step by the number of earlier downs minus 1. Any path of up and down steps with the same list of labels is then the same path. Only one of the two paths has to satisfy the ballot condition, and their lengths need not be assumed equal, because the list has one entry per step.

## Coupling spins one at a time

Add spins-1/2 to a system one after another. If the spins coupled so far have total spin $S$, the next one gives either $S+\tfrac12$, an up step, or $S-\tfrac12$, a down step. The second choice exists only when $S>0$. After $u$ ups and $d$ downs the total spin satisfies
$$2S = u-d ,$$
so the requirement that no intermediate spin be negative is the ballot condition $d\le u$ after every step. Together with the magnetic quantum number, such a path specifies one genealogical spin eigenfunction up to a phase.

The labels come from permutations of the spins. Let $P_{jk}$ exchange spins $j$ and $k$, and let $X_k=\sum_{j<k}P_{jk}$. With $\mathbf s_j$ the spin operator of particle $j$ in units of $\hbar$, one has $P_{jk}=\tfrac12+2\,\mathbf s_j\cdot\mathbf s_k$. If step $k$ leads from spin $S$ to spin $S'$, the eigenvalue of $X_k$ on the spin eigenfunction is therefore
$$\frac{k-1}{2}+S'(S'+1)-S(S+1)-\frac34 .$$
Let $u$ and $d$ now count the steps before step $k$, so that $k-1=u+d$ and $2S=u-d$. For $S'=S+\tfrac12$ the expression equals $\tfrac{k-1}{2}+S=u$. For $S'=S-\tfrac12$ it equals $\tfrac{k-1}{2}-S-1=d-1$. These are the two labels. They are also the contents, column minus row, of the boxes added to a two-row Young diagram when ups fill the first row and downs the second.

For two spins, the triplet path up-up has labels $0,1$ and the singlet path up-down has labels $0,-1$. The second entry is the familiar sign under exchange.

In spin-adapted electronic-structure methods that use genealogical coupling, paths of this kind index the spin functions of singly occupied orbitals. The result shows that the label list is an equally faithful index, within a combinatorial model that contains paths and integers but no wavefunctions.

## Why the labels fix the path

Let $p$ be the history before a step, with $u$ ups and $d$ downs. The two labels available for the next step are $u$ and $d-1$, and they differ by
$$u-(d-1)=u-d+1=2S+1 .$$
On a ballot history $2S\ge 0$, so the gap is at least 1. The two labels are distinct, and the label of the next step tells which step was taken.

Now let $w$ be a ballot path and let $w'$ be any path with the same labels. The two have the same length, since each step contributes one label. Suppose that they agree up to some point, and call the common part $p$. Because $p$ is an initial segment of $w$, it satisfies $d\le u$. The next labels of $w$ and $w'$ are computed from the same history and are equal, so the next steps are equal. Starting from the empty history, this repeats until both paths are exhausted. The ballot property of $w'$ is never used; it follows at the end from $w'=w$.

Without a ballot path the conclusion can fail. After a single down step, $u=0$ and $d=1$, so the next label is $0$ for an up step and also $0$ for a down step. The paths down-up and down-down both have the labels $-1,0$. Here the formal value of $2S$ is $-1$, which is exactly where the gap $2S+1$ closes.

## What the sum of the labels knows

Consider the quadratic expression
$$Q(u,d)=u(u-1)+d(d-3).$$
An up step changes it by
$$(u+1)u-u(u-1)=2u ,$$
and a down step by
$$(d+1)(d-2)-d(d-3)=2(d-1).$$
In both cases the change is twice the label of the step. Since $Q(0,0)=0$, the sum $\Sigma$ of all labels of a path with $u$ ups and $d$ downs in total satisfies $2\Sigma=Q(u,d)$.

Put $N=u+d$ and $2S=u-d$. Then $2(u^2+d^2)=N^2+(2S)^2$ and $u+3d=2N-2S$, so
$$4\Sigma = 2(u^2+d^2)-2(u+3d)=N(N-4)+2S(2S+2).$$
Dividing by 4 gives $\Sigma=N(N-4)/4+S(S+1)$, the value of the sum of all pair exchanges in a state of total spin $S$.

For two ballot paths of equal length and equal label sum, with final spins $S$ and $S'$, subtracting the two sum rules gives
$$(2S-2S')(2S+2S'+2)=0 .$$
The second factor is at least 2, so $S=S'$. For a given number of spins, the sum fixes the final spin but in general not the path: for three spins, up-up-down has labels $0,1,-1$ and up-down-up has labels $0,-1,1$. Both sums are $0$ and both paths end at $S=\tfrac12$, yet the lists differ, as they must.

## How the definitions encode the physics

A path is a `List Step`, read from the first coupling to the last, and `Step` has the two values `up` and `down`. The functions `ups` and `downs` count the steps of each kind. `twiceSpin` is their difference, taken as an integer: it stores $2S$ and so avoids half-integers, and it can be negative on lists that are not ballot.

`Ballot w` says that every prefix `p` of `w`, written `p <+: w`, has `downs p ≤ ups p`. The empty path and the full path count as prefixes. The empty path is ballot, and a nonempty ballot path must begin with an up step.

`label p s` is the label of the step `s` taken after the history `p`. It is an integer because the first down step has label $-1$. `labelsAfter p w` lists the labels of the steps of `w` when they continue the history `p`, and `labels w` is the case of an empty history.

The main theorem, `path_eq_of_labels_eq`, reads: if `w` is ballot and `labels w = labels w'`, then `w = w'`. The counterexample is `labels_not_injective_without_ballot`. The sum rule `four_mul_sum_labels` holds for every list of steps, ballot or not, while `spin_eq_of_sum_labels_eq` assumes that both paths are ballot and of equal length.

The statements cover spins-1/2 only, for any finite number of them. Exchange operators and spin eigenfunctions do not occur in the file, so the identification of labels with eigenvalues rests on the short calculation given earlier. The theorems also do not say which lists of integers arise as label lists.

## Ballot paths as a type of their own

The ballot condition could have been built into the objects, by defining a type whose elements are lists together with a proof that they are ballot. The main result would then say that the label map on this type is injective, which is a compact form and close to the way the question is usually put. It would also be weaker, since the second path would have to be ballot from the start. The pair down-up and down-down could not be expressed in that type, so the role of the condition would be less visible. With plain lists and a separate hypothesis, the theorem shows that it is enough for one of the two paths to be ballot.

## The Lean file

```lean
import Mathlib

namespace BranchingPathContents

/-- Coupling one more spin-1/2 raises (`up`) or lowers (`down`) the total spin by 1/2. -/
inductive Step
  | up
  | down
  deriving DecidableEq

/-- The number of up steps in a path. -/
def ups (p : List Step) : ℕ := p.count Step.up

/-- The number of down steps in a path. -/
def downs (p : List Step) : ℕ := p.count Step.down

/-- Ups minus downs; for a ballot path this is twice the total spin reached. -/
def twiceSpin (p : List Step) : ℤ := (ups p : ℤ) - (downs p : ℤ)

/-- A ballot path: no initial segment has more down steps than up steps. -/
def Ballot (w : List Step) : Prop := ∀ p, p <+: w → downs p ≤ ups p

/-- The content label of a step taken after the history `p`: the number of earlier ups
for an up step, the number of earlier downs minus 1 for a down step. -/
def label (p : List Step) : Step → ℤ
  | Step.up => (ups p : ℤ)
  | Step.down => (downs p : ℤ) - 1

/-- The labels of the successive steps of a path that continues the history `p`. -/
def labelsAfter : List Step → List Step → List ℤ
  | _, [] => []
  | p, s :: w => label p s :: labelsAfter (p ++ [s]) w

/-- The list of content labels of a path. -/
def labels (w : List Step) : List ℤ := labelsAfter [] w

/-- After a given history, the label of an up step minus the label of a down step is 2S + 1, where
2S stands for ups minus downs in that history. -/
theorem label_gap (p : List Step) :
    label p Step.up - label p Step.down = twiceSpin p + 1 := by
  simp only [label, twiceSpin]
  ring

/-- After a history with at least as many ups as downs, the label of the next step
determines that step. -/
theorem step_eq_of_label_eq {p : List Step} (hp : downs p ≤ ups p) {s t : Step}
    (h : label p s = label p t) : s = t := by
  cases s <;> cases t <;> first
    | rfl
    | (exfalso
       simp only [label] at h
       omega)

/-- Two continuations of a common history with the same labels are equal, if the first
one completes the history to a ballot path. -/
theorem continuation_eq_of_labels_eq (w : List Step) :
    ∀ (p w' : List Step), Ballot (p ++ w) → labelsAfter p w = labelsAfter p w' → w = w' := by
  induction w with
  | nil =>
    intro p w' _ h
    cases w' with
    | nil => rfl
    | cons t w' => simp [labelsAfter] at h
  | cons s w ih =>
    intro p w' hb h
    cases w' with
    | nil => simp [labelsAfter] at h
    | cons t w' =>
      simp only [labelsAfter, List.cons.injEq] at h
      obtain ⟨h1, h2⟩ := h
      -- the common history is ballot, so the first labels fix the first steps
      have hst : s = t := step_eq_of_label_eq (hb p (List.prefix_append p (s :: w))) h1
      subst hst
      have hb' : Ballot ((p ++ [s]) ++ w) := by
        rw [List.append_assoc, List.singleton_append]
        exact hb
      rw [ih (p ++ [s]) w' hb' h2]

/-- A ballot path is determined by its content labels: any path with the same list of
labels is the same path. -/
theorem path_eq_of_labels_eq {w w' : List Step} (hw : Ballot w)
    (h : labels w = labels w') : w = w' :=
  continuation_eq_of_labels_eq w [] w' hw h

/-- The paths down-up and down-down have the same labels but are different. -/
theorem labels_not_injective_without_ballot :
    labels [Step.down, Step.up] = labels [Step.down, Step.down] ∧
      [Step.down, Step.up] ≠ [Step.down, Step.down] := by
  constructor
  · simp [labels, labelsAfter, label, ups, downs]
  · simp

/-- Twice the sum of the labels along a continuation is the change of a quadratic expression in the
numbers of ups and downs. -/
theorem sum_labelsAfter (w : List Step) : ∀ p : List Step,
    2 * (labelsAfter p w).sum
        + ((ups p : ℤ) * (ups p - 1) + (downs p : ℤ) * (downs p - 3))
      = (ups (p ++ w) : ℤ) * (ups (p ++ w) - 1)
        + (downs (p ++ w) : ℤ) * (downs (p ++ w) - 3) := by
  induction w with
  | nil => intro p; simp [labelsAfter]
  | cons s w ih =>
    intro p
    have h := ih (p ++ [s])
    have e : (p ++ [s]) ++ w = p ++ s :: w := by simp
    rw [e] at h
    simp only [labelsAfter, List.sum_cons]
    -- one step raises exactly one of the two counts by one
    cases s with
    | up =>
      have hu : ups (p ++ [Step.up]) = ups p + 1 := by simp [ups]
      have hd : downs (p ++ [Step.up]) = downs p := by simp [downs]
      rw [hu, hd] at h
      push_cast at h
      simp only [label]
      linear_combination h
    | down =>
      have hu : ups (p ++ [Step.down]) = ups p := by simp [ups]
      have hd : downs (p ++ [Step.down]) = downs p + 1 := by simp [downs]
      rw [hu, hd] at h
      push_cast at h
      simp only [label]
      linear_combination h

/-- The length of a path is its number of up steps plus its number of down steps. -/
theorem length_eq_ups_add_downs (w : List Step) : w.length = ups w + downs w := by
  induction w with
  | nil => simp [ups, downs]
  | cons s w ih =>
    simp only [ups, downs] at ih
    cases s <;> simp [ups, downs] <;> omega

/-- For a path of N steps, with 2S standing for ups minus downs, four times the sum of the labels is
N(N - 4) + 2S(2S + 2). -/
theorem four_mul_sum_labels (w : List Step) :
    4 * (labels w).sum
      = (w.length : ℤ) * (w.length - 4) + twiceSpin w * (twiceSpin w + 2) := by
  have h := sum_labelsAfter w []
  have hu : ups [] = 0 := rfl
  have hd : downs [] = 0 := rfl
  rw [hu, hd, List.nil_append] at h
  push_cast at h
  rw [length_eq_ups_add_downs w]
  push_cast
  simp only [labels, twiceSpin]
  linear_combination 2 * h

/-- Two ballot paths of equal length with the same sum of labels end at the same total
spin. -/
theorem spin_eq_of_sum_labels_eq {w w' : List Step} (hw : Ballot w) (hw' : Ballot w')
    (hl : w.length = w'.length) (hs : (labels w).sum = (labels w').sum) :
    twiceSpin w = twiceSpin w' := by
  have h := four_mul_sum_labels w
  have h' := four_mul_sum_labels w'
  rw [hl, hs] at h
  have p1 : 0 ≤ twiceSpin w := by
    have := hw w (List.prefix_refl w)
    simp only [twiceSpin]
    omega
  have p2 : 0 ≤ twiceSpin w' := by
    have := hw' w' (List.prefix_refl w')
    simp only [twiceSpin]
    omega
  -- the difference of the two sum rules factorises
  have hf : (twiceSpin w - twiceSpin w') * (twiceSpin w + twiceSpin w' + 2) = 0 := by
    linear_combination h' - h
  rcases mul_eq_zero.mp hf with h0 | h0
  · linarith
  · exfalso
    linarith

end BranchingPathContents
```

```lean
#print axioms BranchingPathContents.label_gap
#print axioms BranchingPathContents.path_eq_of_labels_eq
#print axioms BranchingPathContents.labels_not_injective_without_ballot
#print axioms BranchingPathContents.spin_eq_of_sum_labels_eq
```

```
'BranchingPathContents.label_gap' depends on axioms: [propext]
'BranchingPathContents.path_eq_of_labels_eq' depends on axioms: [propext, Quot.sound]
'BranchingPathContents.labels_not_injective_without_ballot' depends on axioms: [propext, Classical.choice, Quot.sound]
'BranchingPathContents.spin_eq_of_sum_labels_eq' depends on axioms: [propext, Classical.choice, Quot.sound]
```

## The induction behind uniqueness

`label_gap` records the difference $2S+1$ between the two possible labels. It gives the physical reading of the argument, but the later proofs do not call it. `step_eq_of_label_eq` works directly from the definitions and splits into four cases for the pair of steps `s`, `t`. When the steps coincide, `rfl` closes the case. When they differ, the hypothesis becomes an equation between `ups p` and `downs p - 1`, which contradicts `downs p ≤ ups p`, and `omega` finds the contradiction.

The induction is in `continuation_eq_of_labels_eq`. An induction that strips off the first step gets stuck if its hypothesis covers only the empty history, because the labels of the remaining steps depend on what came before. The theorem is therefore stated for two continuations `w` and `w'` of a common history `p`, and `p` and `w'` remain universally quantified while the induction runs over `w`.

If one continuation is empty and the other is not, their label lists cannot be equal. This is where equality of lengths comes out of the hypothesis. If both are nonempty, equality of the lists splits into `h1` for the first labels and `h2` for the rest. The ballot hypothesis, applied to the prefix `p`, supplies the inequality that `step_eq_of_label_eq` needs, and the first steps agree. That step is then moved into the history, which becomes `p ++ [s]`, and the induction hypothesis handles what remains. The rewriting in `hb'` only regroups the list, so that the same full path is seen as a longer history and a shorter continuation.

`path_eq_of_labels_eq` is the case of an empty history. The counterexample is settled by evaluating both label lists.

## The sum rule in Lean

`sum_labelsAfter` is the statement about $Q$, again for an arbitrary history: twice the sum of the labels along `w`, plus $Q$ at `p`, equals $Q$ at `p ++ w`. In the induction step, `hu` and `hd` state how the two counts change when one step is added. After these substitutions, `linear_combination h` checks the polynomial identity that was found by hand as the change $2u$ or $2(d-1)$.

`four_mul_sum_labels` starts from the empty history, where $Q$ vanishes. It replaces the length by `ups w + downs w`, using `length_eq_ups_add_downs`, and doubles the identity. This is the change of variables from $u,d$ to $N,2S$.

In `spin_eq_of_sum_labels_eq`, the ballot condition applied to each full path gives the two inequalities `p1` and `p2`, that is, nonnegative final spins. The factorised difference of the sum rules is `hf`. A product of integers that is zero has a zero factor: the first possibility is the claim, and the second contradicts `p1` and `p2`.
